# For positive gaps and a positive definite attraction, stability in transition space is equivalent to a Stoner condition in the auxiliary basis

**Q:** A closed-shell solution is unstable against spin polarisation if some mixing of occupied and virtual orbitals, with opposite amplitudes for the two spins, lowers its energy to second order. You write that second-order energy with a bare matrix minus an attraction that acts only through auxiliary functions. What do the matrices stand for?

**A:** Let x be a real vector of transition amplitudes. Up to a positive factor, its second-order energy is x·Sx, with

S = D − RᵀFR.

D is the bare excitation matrix. For a semilocal Kohn–Sham functional it is diagonal and holds the orbital gaps, so taking it positive definite means that every gap is positive. R holds the fitting coefficients that expand orbital products in auxiliary functions. F is the strength of the attraction in that basis, and it has the opposite sign to the usual exchange-correlation kernel. Taking F positive definite postulates that the kernel lowers the energy of every nonzero auxiliary spin density. Spin and response prefactors are absorbed in F.

**Q:** And where is Stoner in this?

**A:** In the second matrix,

K = F⁻¹ − R D⁻¹ Rᵀ.

The subtracted term is the bare static response, taken with a positive sign. The claim is that S is positive definite if and only if K is. With one auxiliary function, F = f, coefficients rᵢ and diagonal D with entries dᵢ, stability means

f · Σᵢ rᵢ²/dᵢ < 1,

which is interaction times bare response below one. Stoner's condition for a metal uses the density of states at the Fermi level. The present result concerns finite matrices with positive gaps, and it takes no such limit.

**Q:** Show me the equivalence without Lean.

**A:** Given x, define the induced field y and the bare response w to it:

y = FRx,  w = D⁻¹Rᵀy.

Then F⁻¹y = Rx and Dw = Rᵀy. Since D is symmetric,

x·Sx = x·Dx − x·Rᵀy = x·Dx − x·Dw,

(x−w)·D(x−w) = x·Dx − 2 x·Dw + w·Dw,

y·Ky = y·Rx − y·Rw = x·Dw − w·Dw.

Adding the last two lines gives the first:

x·Sx = (x−w)·D(x−w) + y·Ky.

Suppose K is positive definite and x ≠ 0. If y ≠ 0, the second term is positive and the first is not negative. If y = 0, then w = 0 and x·Dx > 0 remains. So S is positive definite.

For the converse, replace D by F⁻¹, F by D⁻¹ and R by Rᵀ. Then S becomes F⁻¹ − RD⁻¹Rᵀ = K, and K becomes D − RᵀFR = S. The new D and F are again positive definite, so the same argument runs from S to K.

**Q:** Now the formal version. Are n and m numbers there?

**A:** They are finite index types: `n` labels transitions and `m` labels auxiliary functions. Either may be empty.

```lean
import Mathlib

open Matrix

namespace AuxiliaryStoner

noncomputable section

variable {n m : Type*} [Fintype n] [DecidableEq n] [Fintype m] [DecidableEq m]
```

The stability matrix S is defined for any real matrices of matching shape. `R` has type `Matrix m n ℝ`, so its rows belong to auxiliary functions and its columns to transitions. Nothing is assumed about its rank.

```lean
/-- The stability matrix `D - Rᵀ F R` in the space of transitions: bare excitation matrix `D`
minus an attraction `F` that acts through the auxiliary functions, with fitting coefficients `R`. -/
def stabilityMatrix (D : Matrix n n ℝ) (F : Matrix m m ℝ) (R : Matrix m n ℝ) : Matrix n n ℝ :=
  D - Rᵀ * F * R
```

The response and K follow. What the code calls `stonerMatrix` is the inverse-interaction form, not the textbook "one minus interaction times response".

```lean
/-- The bare static response `R D⁻¹ Rᵀ` in the auxiliary basis, for invertible `D`. -/
def auxResponse (D : Matrix n n ℝ) (R : Matrix m n ℝ) : Matrix m m ℝ :=
  R * D⁻¹ * Rᵀ

/-- The Stoner matrix: inverse attraction minus bare response in the auxiliary basis,
for invertible `D` and `F`. -/
def stonerMatrix (D : Matrix n n ℝ) (F : Matrix m m ℝ) (R : Matrix m n ℝ) : Matrix m m ℝ :=
  F⁻¹ - auxResponse D R
```

**Q:** Does "positive definite" mean what I mean by it?

**A:** Yes. `PosDef` for a real matrix says that it is symmetric and that its quadratic form is positive on every nonzero vector. In the code `⬝ᵥ` is the scalar product and `*ᵥ` applies a matrix to a vector. Two small lemmas supply u·Av = v·Aᵀu and extract the symmetry from `PosDef`.

```lean
omit [DecidableEq n] [DecidableEq m] in
/-- A real matrix moves to the other side of the scalar product as its transpose. -/
private theorem dot_transpose (A : Matrix m n ℝ) (u : m → ℝ) (v : n → ℝ) :
    u ⬝ᵥ A *ᵥ v = v ⬝ᵥ Aᵀ *ᵥ u := by
  rw [dotProduct_mulVec, ← mulVec_transpose, dotProduct_comm]

omit [Fintype n] [DecidableEq n] in
/-- A positive definite real matrix is symmetric. -/
private theorem symm_of_posDef {M : Matrix n n ℝ} (h : M.PosDef) : Mᵀ = M :=
  (conjTranspose_eq_transpose_of_trivial M).symm.trans h.isHermitian.eq
```

**Q:** Where is your square completed?

**A:** In `energy_split`. It needs only a symmetric invertible `D` and an invertible `F`, because it is an identity and no sign enters. `h1` and `h2` are F⁻¹y = Rx and Dw = Rᵀy; `hS` and `hK` are the actions of S on x and of K on y. `hsym` uses the symmetry of D to identify the cross terms, and `ring` cancels them.

```lean
/-- Completing the square: for symmetric invertible `D` and invertible `F`, the energy of a
transition vector `x` is a bare energy of `x - w` plus the Stoner form of `y = F R x`,
where `w = D⁻¹ Rᵀ y` is the bare response to `y`. -/
theorem energy_split {D : Matrix n n ℝ} {F : Matrix m m ℝ} (R : Matrix m n ℝ)
    (hDs : Dᵀ = D) (hD : IsUnit D.det) (hF : IsUnit F.det)
    (x w : n → ℝ) (y : m → ℝ) (hy : y = F *ᵥ (R *ᵥ x)) (hw : w = D⁻¹ *ᵥ (Rᵀ *ᵥ y)) :
    x ⬝ᵥ stabilityMatrix D F R *ᵥ x =
      (x - w) ⬝ᵥ D *ᵥ (x - w) + y ⬝ᵥ stonerMatrix D F R *ᵥ y := by
  have h1 : F⁻¹ *ᵥ y = R *ᵥ x := by
    rw [hy, mulVec_mulVec, nonsing_inv_mul _ hF, one_mulVec]
  have h2 : D *ᵥ w = Rᵀ *ᵥ y := by
    rw [hw, mulVec_mulVec, mul_nonsing_inv _ hD, one_mulVec]
  -- the action of the two matrices on `x` and on `y`
  have hS : stabilityMatrix D F R *ᵥ x = D *ᵥ x - Rᵀ *ᵥ y := by
    rw [stabilityMatrix, sub_mulVec, hy]
    simp only [mulVec_mulVec, Matrix.mul_assoc]
  have hK : stonerMatrix D F R *ᵥ y = R *ᵥ x - R *ᵥ w := by
    rw [stonerMatrix, auxResponse, sub_mulVec, h1, hw]
    simp only [mulVec_mulVec, Matrix.mul_assoc]
  have hsym : w ⬝ᵥ D *ᵥ x = x ⬝ᵥ Rᵀ *ᵥ y := by
    rw [dot_transpose, hDs, h2]
  -- the cross terms cancel
  rw [hS, hK, mulVec_sub, h2]
  simp only [dotProduct_sub, sub_dotProduct]
  rw [dot_transpose R y x, dot_transpose R y w, hsym]
  ring
```

Positivity enters in the next theorem. It first checks that S is symmetric, then splits on whether FRx vanishes, as I did above.

```lean
/-- For positive definite `D` and `F`, a positive definite Stoner matrix makes the stability
matrix positive definite. -/
theorem stable_of_stoner {D : Matrix n n ℝ} {F : Matrix m m ℝ} {R : Matrix m n ℝ}
    (hD : D.PosDef) (hF : F.PosDef) (hK : (stonerMatrix D F R).PosDef) :
    (stabilityMatrix D F R).PosDef := by
  have hDs := symm_of_posDef hD
  have hFs := symm_of_posDef hF
  have hSs : (stabilityMatrix D F R)ᵀ = stabilityMatrix D F R := by
    simp only [stabilityMatrix, transpose_sub, transpose_mul, transpose_transpose, hDs, hFs,
      Matrix.mul_assoc]
  refine Matrix.posDef_iff_dotProduct_mulVec.2
    ⟨(conjTranspose_eq_transpose_of_trivial _).trans hSs, fun x hx => ?_⟩
  rw [star_trivial, energy_split R hDs hD.det_pos.ne'.isUnit hF.det_pos.ne'.isUnit x _ _ rfl rfl]
  by_cases hy : F *ᵥ (R *ᵥ x) = 0
  · -- the attraction does not see `x`: only the bare energy is left
    have h := hD.dotProduct_mulVec_pos hx
    rw [star_trivial] at h
    rw [hy]
    simpa only [mulVec_zero, sub_zero, zero_dotProduct, add_zero] using h
  · have h := hK.dotProduct_mulVec_pos hy
    rw [star_trivial] at h
    have h0 : ∀ v : n → ℝ, 0 ≤ v ⬝ᵥ D *ᵥ v := fun v => by
      have hv := hD.posSemidef.dotProduct_mulVec_nonneg v
      rwa [star_trivial] at hv
    exact add_pos_of_nonneg_of_pos (h0 _) h
```

**Q:** So the converse is the exchange of roles?

**A:** Yes. `duality` states both halves of the exchange, and the second half uses that inverting twice returns `D` and `F`.

```lean
/-- Exchanging the roles of transitions and auxiliary functions turns the stability matrix into
the Stoner matrix and, for invertible `D` and `F`, the Stoner matrix into the stability matrix. -/
theorem duality {D : Matrix n n ℝ} {F : Matrix m m ℝ} (R : Matrix m n ℝ)
    (hD : IsUnit D.det) (hF : IsUnit F.det) :
    stabilityMatrix F⁻¹ D⁻¹ Rᵀ = stonerMatrix D F R ∧
      stonerMatrix F⁻¹ D⁻¹ Rᵀ = stabilityMatrix D F R := by
  constructor
  · rw [stabilityMatrix, stonerMatrix, auxResponse, transpose_transpose]
  · rw [stabilityMatrix, stonerMatrix, auxResponse, transpose_transpose,
      nonsing_inv_nonsing_inv _ hD, nonsing_inv_nonsing_inv _ hF]
```

The main theorem applies `stable_of_stoner` directly in one direction, and to the exchanged matrices in the other.

```lean
/-- Stoner criterion in an auxiliary basis: for positive definite `D` and `F` and any real `R`,
`D - Rᵀ F R` is positive definite if and only if `F⁻¹ - R D⁻¹ Rᵀ` is. -/
theorem stoner_criterion {D : Matrix n n ℝ} {F : Matrix m m ℝ} (R : Matrix m n ℝ)
    (hD : D.PosDef) (hF : F.PosDef) :
    (stabilityMatrix D F R).PosDef ↔ (stonerMatrix D F R).PosDef := by
  obtain ⟨h1, h2⟩ := duality R hD.det_pos.ne'.isUnit hF.det_pos.ne'.isUnit
  refine ⟨fun h => ?_, stable_of_stoner hD hF⟩
  rw [← h1]
  rw [← h2] at h
  exact stable_of_stoner hF.inv hD.inv h
```

**Q:** Could you have asked only for an invertible F?

**A:** No. Take one transition and one auxiliary function with D = 1, F = −1 and R = 0. Then S = 1 is positive definite and K = −1 is not. A repulsive channel, such as one dominated by the Hartree term, therefore needs a different statement.

**Q:** Suppose K has a negative direction. Do I learn which orbitals to mix?

**A:** You get a trial vector. For an auxiliary vector y, set x = D⁻¹Rᵀy. Completing the square in the auxiliary space gives

y·Ky = (y − FRx)·F⁻¹(y − FRx) + x·Sx,

and the first term on the right is not negative, so x·Sx ≤ y·Ky. The proof is `energy_split` for the exchanged matrices, followed by dropping that term. `D` need only be invertible here.

```lean
/-- Variational bound: for invertible `D` and positive definite `F`, the bare response
`D⁻¹ Rᵀ y` to an auxiliary vector `y` has an energy no higher than the Stoner form of `y`. -/
theorem trial_energy_le {D : Matrix n n ℝ} {F : Matrix m m ℝ} (R : Matrix m n ℝ)
    (hD : IsUnit D.det) (hF : F.PosDef) (y : m → ℝ) :
    (D⁻¹ *ᵥ (Rᵀ *ᵥ y)) ⬝ᵥ stabilityMatrix D F R *ᵥ (D⁻¹ *ᵥ (Rᵀ *ᵥ y)) ≤
      y ⬝ᵥ stonerMatrix D F R *ᵥ y := by
  obtain ⟨h1, h2⟩ := duality R hD hF.det_pos.ne'.isUnit
  -- complete the square in the auxiliary space
  have h := energy_split Rᵀ (symm_of_posDef hF.inv) hF.inv.det_pos.ne'.isUnit
    (isUnit_nonsing_inv_det D hD) y _ _ rfl rfl
  rw [h1, h2] at h
  rw [h]
  have h0 := hF.inv.posSemidef.dotProduct_mulVec_nonneg
    (y - F⁻¹⁻¹ *ᵥ (Rᵀᵀ *ᵥ (D⁻¹ *ᵥ (Rᵀ *ᵥ y))))
  rw [star_trivial] at h0
  exact le_add_of_nonneg_left h0
```

These vectors are not normalised. If y·Ky < 0, then x cannot be zero, and the energy per unit norm satisfies

x·Sx / x·x ≤ y·Ky / x·x < 0.

**Q:** What about the threshold itself, where the lowest eigenvalue of S reaches zero?

**A:** Two theorems describe it, both for invertible `D` and `F` of any sign. The first relates the determinants. Write

S = D(1 − D⁻¹Rᵀ·FR),  FK = 1 − FR·D⁻¹Rᵀ.

Since det(1 − AB) = det(1 − BA) also for rectangular A and B,

det S = det D · det F · det K.

In the code, `h1` and `h2` are the two factorisations and `det_one_sub_mul_comm` is the exchange of A and B.

```lean
/-- For invertible `D` and `F`, the determinant of the stability matrix is the product of the
determinants of `D`, `F` and the Stoner matrix. -/
theorem det_stabilityMatrix {D : Matrix n n ℝ} {F : Matrix m m ℝ} (R : Matrix m n ℝ)
    (hD : IsUnit D.det) (hF : IsUnit F.det) :
    (stabilityMatrix D F R).det = D.det * F.det * (stonerMatrix D F R).det := by
  have h1 : stabilityMatrix D F R = D * (1 - D⁻¹ * Rᵀ * (F * R)) := by
    rw [stabilityMatrix, Matrix.mul_sub, Matrix.mul_one, Matrix.mul_assoc D⁻¹,
      mul_nonsing_inv_cancel_left _ _ hD, Matrix.mul_assoc]
  have h2 : F * stonerMatrix D F R = 1 - F * R * (D⁻¹ * Rᵀ) := by
    rw [stonerMatrix, auxResponse, Matrix.mul_sub, mul_nonsing_inv _ hF]
    simp only [Matrix.mul_assoc]
  rw [h1, det_mul, det_one_sub_mul_comm, ← h2, det_mul]
  ring
```

So S is singular exactly when K is. The second theorem carries the mode across. If Sx = 0 with x ≠ 0, put y = FRx. Then Dx = Rᵀy, hence x = D⁻¹Rᵀy: the mode is the bare response to its own induced field. If y were zero, x would be zero too. Finally,

Ky = F⁻¹y − RD⁻¹Rᵀy = Rx − Rx = 0.

The step x = D⁻¹Rᵀy is `hx'`, and both conclusions use it.

```lean
/-- For invertible `D` and `F`, a nonzero zero mode `x` of the stability matrix gives the nonzero
zero mode `F R x` of the Stoner matrix. -/
theorem soft_mode {D : Matrix n n ℝ} {F : Matrix m m ℝ} (R : Matrix m n ℝ)
    (hD : IsUnit D.det) (hF : IsUnit F.det) {x : n → ℝ} (hx : x ≠ 0)
    (hS : stabilityMatrix D F R *ᵥ x = 0) :
    F *ᵥ (R *ᵥ x) ≠ 0 ∧ stonerMatrix D F R *ᵥ (F *ᵥ (R *ᵥ x)) = 0 := by
  rw [stabilityMatrix, sub_mulVec, sub_eq_zero] at hS
  have h : D *ᵥ x = Rᵀ *ᵥ (F *ᵥ (R *ᵥ x)) := by
    rw [hS]
    simp only [mulVec_mulVec, Matrix.mul_assoc]
  -- the mode is the bare response to its own induced field
  have hx' : D⁻¹ *ᵥ (Rᵀ *ᵥ (F *ᵥ (R *ᵥ x))) = x := by
    rw [← h, mulVec_mulVec, nonsing_inv_mul _ hD, one_mulVec]
  have e1 : F⁻¹ *ᵥ (F *ᵥ (R *ᵥ x)) = R *ᵥ x := by
    rw [mulVec_mulVec, nonsing_inv_mul _ hF, one_mulVec]
  constructor
  · intro h0
    apply hx
    rw [← hx', h0, mulVec_zero, mulVec_zero]
  · rw [stonerMatrix, auxResponse, sub_mulVec, sub_eq_zero, e1, ← mulVec_mulVec,
      ← mulVec_mulVec, hx']

end

end AuxiliaryStoner
```

```lean
#print axioms AuxiliaryStoner.stoner_criterion
#print axioms AuxiliaryStoner.trial_energy_le
#print axioms AuxiliaryStoner.det_stabilityMatrix
#print axioms AuxiliaryStoner.soft_mode
```

```
'AuxiliaryStoner.stoner_criterion' depends on axioms: [propext, Classical.choice, Quot.sound]
'AuxiliaryStoner.trial_energy_le' depends on axioms: [propext, Classical.choice, Quot.sound]
'AuxiliaryStoner.det_stabilityMatrix' depends on axioms: [propext, Classical.choice, Quot.sound]
'AuxiliaryStoner.soft_mode' depends on axioms: [propext, Classical.choice, Quot.sound]
```

**Q:** Then my remaining doubt is about the molecule. Does a positive definite K certify that my closed-shell solution is stable?

**A:** It certifies that D − RᵀFR is positive definite. That concerns spin polarisation only: mixings that are the same for both spins need a separate check. The step to your molecule is the claim that this matrix is the true second-order energy matrix of your functional for spin-polarising mixings, and that depends on the quality of the auxiliary fit. The theorem takes `R` and `F` as given and bounds no fitting error. A small positive eigenvalue of S could change sign when the fit is improved.

**Q:** And within that restriction, what is it good for?

**A:** In electronic structure it applies to the triplet stability check of a closed-shell state of an LDA or GGA Kohn–Sham functional, for real orbitals in a finite basis, positive occupied–virtual gaps and a fitted kernel that is attractive throughout the auxiliary space. The check can then be made on a matrix whose size is the number of auxiliary functions instead of the number of occupied–virtual pairs, with the same verdict.
